# The coupling average of a pair distribution of the form c + a rₛⁿ is c + a rₛⁿ/(n + 1)

In the electron gas, the coupling average of a pair distribution at fixed scaled separation is taken here as the integral of `g (l * r)` over couplings `l` from 0 to 1, where `r` is the density parameter rₛ. The theorem `couplingAverage_power` states that if `g` is a constant `c` plus a single term `a * s ^ n`, the average keeps `c` and divides the other term by `n + 1`. The form of `g` is assumed, not derived from a Hamiltonian, and `c`, `a` and `r` may be any real numbers and `n` any natural number. The proof first pulls `r ^ n` out of the power in the integrand, then splits the integral, evaluates the two parts with Mathlib's lemmas, and leaves the remaining algebra to `ring`.

Lean 4 with Mathlib refuses this proof:

```lean
import Mathlib

open Set Filter Topology

namespace ElectronGasCouplingAverage

noncomputable section

/-- The coupling average of a pair distribution `g`, taken as a function of the density
parameter `r = r_s` at fixed scaled separation: the integral of `g (l r)` over couplings
`l` from 0 to 1. -/
def couplingAverage (g : ℝ → ℝ) (r : ℝ) : ℝ := ∫ l in (0 : ℝ)..1, g (l * r)

/-- Coupling averaging keeps a constant and divides a term of order `n` in `r` by `n + 1`. -/
theorem couplingAverage_power (c a : ℝ) (n : ℕ) (r : ℝ) :
    couplingAverage (fun s => c + a * s ^ n) r = c + a / (n + 1) * r ^ n := by
  have h1 : couplingAverage (fun s => c + a * s ^ n) r
      = ∫ l in (0 : ℝ)..1, (c + (a * r ^ n) * l ^ n) := by
    unfold couplingAverage
    congr 1
    funext l
    ring
  rw [h1, intervalIntegral.integral_add
    (Continuous.intervalIntegrable (by fun_prop) _ _)
    (Continuous.intervalIntegrable (by fun_prop) _ _),
    intervalIntegral.integral_const, intervalIntegral.integral_const_mul, integral_pow,
    zero_pow (Nat.succ_ne_zero n), one_pow, sub_zero, sub_zero, one_smul]
  ring

end

end ElectronGasCouplingAverage
```

Compiling this gives:

```
Main.lean:27:54: error: Tactic `rewrite` failed: Did not find an occurrence of the pattern
  ?a - 0
in the target expression
  1 • c + a * r ^ n * (1 / (↑n + 1)) = c + a / (↑n + 1) * r ^ n

c a : ℝ
n : ℕ
r : ℝ
h1 : couplingAverage (fun s => c + a * s ^ n) r = ∫ (l : ℝ) in 0..1, c + a * r ^ n * l ^ n
⊢ 1 • c + a * r ^ n * (1 / (↑n + 1)) = c + a / (↑n + 1) * r ^ n
```

The change, after which it compiles:

```diff
@@ -25,5 +25,5 @@
     (Continuous.intervalIntegrable (by fun_prop) _ _),
     intervalIntegral.integral_const, intervalIntegral.integral_const_mul, integral_pow,
-    zero_pow (Nat.succ_ne_zero n), one_pow, sub_zero, sub_zero, one_smul]
+    zero_pow (Nat.succ_ne_zero n), one_pow, sub_zero, one_smul]
   ring
 
```

The error falls on the second `sub_zero` in the `rw` list: Lean looks for something of the form `?a - 0` and finds none left.

Evaluating the two integrals does produce two such differences. One is the length of the interval, multiplying `c`; the other is the numerator from `integral_pow`, which `zero_pow` and `one_pow` reduce to `1 - 0`. But the two are the same real expression, `1 - 0`. When `rw` meets `sub_zero` it fixes `?a` as `1` at the first match and then replaces every instance of `1 - 0` in the goal. The first `sub_zero` therefore clears both, as the printed goal shows with `1 • c` and `1 / (↑n + 1)`, and the second has nothing to rewrite, which `rw` treats as an error.

The repair deletes the second `sub_zero`. The rewriting then goes on to `one_smul`, which turns `1 • c` into `c`, and `ring` proves the equality that remains.
